# Composite energies: additivity is exact on all method–basis rectangles iff f(x, y) = g(x) + h(y), and a bounded mixed partial bounds the error

A composite scheme replaces an expensive energy f(x₁, y₁) by f(x₁, y₀) + f(x₀, y₁) − f(x₀, y₀), where x labels the method and y the basis. This is exact for all choices of levels precisely when f is a method term plus a basis term. If f is C² and its mixed partial is at most M in absolute value, the error should be at most M |x₁ − x₀| |y₁ − y₀|. I would like to see both claims made rigorous and machine-checked. How does that go?

## Reading off g and h, then applying the mean value inequality twice

Both claims hold, and the Lean file below proves them. Write the additivity error, target minus estimate, as

Δ = f(x₁, y₁) − f(x₁, y₀) − f(x₀, y₁) + f(x₀, y₀).

If f(x, y) = g(x) + h(y), every term in Δ cancels. Conversely, suppose Δ = 0 on all rectangles. Fix a reference method a and a reference basis b. The rectangle with corners (a, b) and (x, y) gives

f(x, y) = f(x, b) + [f(a, y) − f(a, b)],

so g(x) = f(x, b) and h(y) = f(a, y) − f(a, b). If there are no methods or no bases, there is nothing to show.

For the bound, let fx be the x-derivative of f and fxy the y-derivative of fx, with |fxy| ≤ M on the rectangle. The mean value inequality in y gives

|fx(x, y₁) − fx(x, y₀)| ≤ M |y₁ − y₀|.

The left side is the absolute slope of the basis correction D(x) = f(x, y₁) − f(x, y₀). Since Δ = D(x₁) − D(x₀), the same inequality in x gives

|Δ| ≤ M |x₁ − x₀| |y₁ − y₀|.

With M = 0 this shows that a C² energy with vanishing mixed partial is separable. Conversely, the x-derivative of g(x) + h(y) does not depend on y, so its mixed partial is zero.

For f = c x y the mixed partial is c and Δ = c (x₁ − x₀)(y₁ − y₀), so the bound is attained with M = |c|.

## A worked rectangle and a level crossing

Take f(x, y) = −10 − 2x − 3y + x y² in arbitrary units, with both levels going from 0 to 1. The energies are f(0, 0) = −10, f(1, 0) = −12, f(0, 1) = −13 and f(1, 1) = −14. The composite estimate is −12 + (−13 + 10) = −15, so Δ = 1. The mixed partial 2y is at most 2, and the bound is 2.

Smoothness matters. Let f(x, y) = min(x, y), the lower of two crossing energies. Its mixed partial is zero away from the line x = y, and Lean's `deriv` returns 0 where a derivative does not exist, so `mixedPartial` is zero everywhere. Yet on the same square Δ = 1 − 0 − 0 + 0 = 1.

## What the Lean statements say

In `additivityError_eq_zero_iff`, the methods `X` and bases `Y` are arbitrary types, with no order or distance. The bounds take real level parameters. `uIcc x₀ x₁` is the closed interval between the two values in either order, `ContDiff ℝ 2 (Function.uncurry f)` says that f is C² on the whole plane, and `mixedPartial` differentiates first in x, then in y.

Actual methods and basis sets are discrete, so the smooth interpolation is an idealisation. The constant M is assumed, not computed; it is an upper limit on how strongly the basis dependence changes with the method. The result bears on composite schemes that add a low-level basis correction to a high-level energy, but it gives a numerical error bound only once such an interpolation and an M are supplied.

```lean
import Mathlib

open Set

namespace CompositeAdditivity

noncomputable section

/-- The composite estimate of the energy at method `x₁` and basis `y₁`: the high-level energy
in the small basis plus the basis correction computed with the low-level method. -/
def compositeEnergy {X Y : Type*} (f : X → Y → ℝ) (x₀ x₁ : X) (y₀ y₁ : Y) : ℝ :=
  f x₁ y₀ + (f x₀ y₁ - f x₀ y₀)

/-- The additivity error: the target energy minus its composite estimate. -/
def additivityError {X Y : Type*} (f : X → Y → ℝ) (x₀ x₁ : X) (y₀ y₁ : Y) : ℝ :=
  f x₁ y₁ - compositeEnergy f x₀ x₁ y₀ y₁

/-- The mixed partial derivative of the energy, first in the method parameter and then in the
basis parameter. -/
def mixedPartial (f : ℝ → ℝ → ℝ) (x y : ℝ) : ℝ :=
  deriv (fun t => deriv (fun s => f s t) x) y

/-- The additivity error is the second difference of the energy over the four corners of the
method-basis rectangle. -/
theorem additivityError_eq {X Y : Type*} (f : X → Y → ℝ) (x₀ x₁ : X) (y₀ y₁ : Y) :
    additivityError f x₀ x₁ y₀ y₁ = f x₁ y₁ - f x₁ y₀ - f x₀ y₁ + f x₀ y₀ := by
  unfold additivityError compositeEnergy
  ring

/-- The additivity error vanishes on all rectangles exactly when the energy is a sum of a
method term and a basis term. -/
theorem additivityError_eq_zero_iff {X Y : Type*} (f : X → Y → ℝ) :
    (∀ x₀ x₁ y₀ y₁, additivityError f x₀ x₁ y₀ y₁ = 0) ↔
      ∃ (g : X → ℝ) (h : Y → ℝ), ∀ x y, f x y = g x + h y := by
  constructor
  · intro H
    rcases isEmpty_or_nonempty X with hX | hX
    · exact ⟨fun _ => 0, fun _ => 0, fun x => (hX.false x).elim⟩
    rcases isEmpty_or_nonempty Y with hY | hY
    · exact ⟨fun _ => 0, fun _ => 0, fun _ y => (hY.false y).elim⟩
    -- read off both terms from a reference method `a` and a reference basis `b`
    obtain ⟨a⟩ := hX
    obtain ⟨b⟩ := hY
    refine ⟨fun x => f x b, fun y => f a y - f a b, fun x y => ?_⟩
    show f x y = f x b + (f a y - f a b)
    have h := H a x b y
    rw [additivityError_eq] at h
    linarith
  · rintro ⟨g, h, H⟩ x₀ x₁ y₀ y₁
    simp only [additivityError_eq, H]
    ring

/-- If the energy has a method derivative `fx`, whose basis derivative `fxy` is at most `M` in
absolute value on the rectangle, the absolute value of the additivity error is at most `M |x₁ - x₀|
|y₁ - y₀|`. -/
theorem abs_additivityError_le_of_hasDerivAt {f fx fxy : ℝ → ℝ → ℝ} {M x₀ x₁ y₀ y₁ : ℝ}
    (hx : ∀ x ∈ uIcc x₀ x₁, ∀ y ∈ uIcc y₀ y₁, HasDerivAt (fun s => f s y) (fx x y) x)
    (hxy : ∀ x ∈ uIcc x₀ x₁, ∀ y ∈ uIcc y₀ y₁, HasDerivAt (fun t => fx x t) (fxy x y) y)
    (hM : ∀ x ∈ uIcc x₀ x₁, ∀ y ∈ uIcc y₀ y₁, |fxy x y| ≤ M) :
    |additivityError f x₀ x₁ y₀ y₁| ≤ M * |x₁ - x₀| * |y₁ - y₀| := by
  -- mean value inequality in the basis direction
  have hbasis : ∀ x ∈ uIcc x₀ x₁, ‖fx x y₁ - fx x y₀‖ ≤ M * |y₁ - y₀| := by
    intro x hx'
    have h := Convex.norm_image_sub_le_of_norm_hasDerivWithin_le
      (f := fun t => fx x t) (f' := fun t => fxy x t) (C := M) (s := uIcc y₀ y₁)
      (fun y hy => (hxy x hx' y hy).hasDerivWithinAt)
      (fun y hy => (Real.norm_eq_abs _).trans_le (hM x hx' y hy))
      (convex_uIcc y₀ y₁) left_mem_uIcc right_mem_uIcc
    simpa only [Real.norm_eq_abs] using h
  -- mean value inequality in the method direction, for the basis correction
  have hmethod := Convex.norm_image_sub_le_of_norm_hasDerivWithin_le
    (f := fun s => f s y₁ - f s y₀) (f' := fun s => fx s y₁ - fx s y₀)
    (C := M * |y₁ - y₀|) (s := uIcc x₀ x₁)
    (fun x hx' => ((hx x hx' y₁ right_mem_uIcc).fun_sub
      (hx x hx' y₀ left_mem_uIcc)).hasDerivWithinAt)
    hbasis (convex_uIcc x₀ x₁) left_mem_uIcc right_mem_uIcc
  have e : additivityError f x₀ x₁ y₀ y₁ =
      (f x₁ y₁ - f x₁ y₀) - (f x₀ y₁ - f x₀ y₀) := by
    rw [additivityError_eq]
    ring
  rw [e]
  calc |(f x₁ y₁ - f x₁ y₀) - (f x₀ y₁ - f x₀ y₀)|
      ≤ M * |y₁ - y₀| * |x₁ - x₀| := by simpa only [Real.norm_eq_abs] using hmethod
    _ = M * |x₁ - x₀| * |y₁ - y₀| := by ring

/-- For a twice continuously differentiable energy whose mixed partial derivative is at most `M` in
absolute value on the rectangle, the absolute value of the additivity error is at most `M |x₁ - x₀|
|y₁ - y₀|`. -/
theorem abs_additivityError_le {f : ℝ → ℝ → ℝ} {M x₀ x₁ y₀ y₁ : ℝ}
    (hf : ContDiff ℝ 2 (Function.uncurry f))
    (hM : ∀ x ∈ uIcc x₀ x₁, ∀ y ∈ uIcc y₀ y₁, |mixedPartial f x y| ≤ M) :
    |additivityError f x₀ x₁ y₀ y₁| ≤ M * |x₁ - x₀| * |y₁ - y₀| := by
  -- the method derivative is the total derivative applied to the direction (1, 0)
  have hd : ∀ x y : ℝ, HasDerivAt (fun s => f s y)
      (fderiv ℝ (Function.uncurry f) (x, y) ((1 : ℝ), (0 : ℝ))) x := by
    intro x y
    have h1 : HasFDerivAt (Function.uncurry f) (fderiv ℝ (Function.uncurry f) (x, y)) (x, y) :=
      (hf.differentiable (by norm_num) (x, y)).hasFDerivAt
    have h2 : HasDerivAt (fun s : ℝ => (s, y)) ((1 : ℝ), (0 : ℝ)) x :=
      (hasDerivAt_id' x).prodMk (hasDerivAt_const x y)
    exact h1.comp_hasDerivAt x h2
  have h3 : ContDiff ℝ 1 (fderiv ℝ (Function.uncurry f)) := hf.fderiv_right (by norm_num)
  -- hence it is differentiable in the basis parameter
  have h4 : ∀ x : ℝ, Differentiable ℝ (fun t : ℝ => deriv (fun s => f s t) x) := by
    intro x
    have e : (fun t : ℝ => deriv (fun s => f s t) x) =
        fun t : ℝ => fderiv ℝ (Function.uncurry f) (x, t) ((1 : ℝ), (0 : ℝ)) :=
      funext fun t => (hd x t).deriv
    have hp : Differentiable ℝ (fun t : ℝ => (x, t)) := by fun_prop
    rw [e]
    exact ((h3.differentiable (by norm_num)).comp hp).clm_apply (differentiable_const _)
  exact abs_additivityError_le_of_hasDerivAt
    (fx := fun x y => deriv (fun s => f s y) x) (fxy := mixedPartial f)
    (fun x _ y _ => (hd x y).differentiableAt.hasDerivAt)
    (fun x _ y _ => (h4 x y).hasDerivAt) hM

/-- A twice continuously differentiable energy is a sum of a method term and a basis term
exactly when its mixed partial derivative vanishes everywhere. -/
theorem mixedPartial_eq_zero_iff {f : ℝ → ℝ → ℝ} (hf : ContDiff ℝ 2 (Function.uncurry f)) :
    (∀ x y, mixedPartial f x y = 0) ↔
      ∃ g h : ℝ → ℝ, ∀ x y, f x y = g x + h y := by
  constructor
  · intro H
    refine (additivityError_eq_zero_iff f).1 fun x₀ x₁ y₀ y₁ => ?_
    have h := abs_additivityError_le (M := 0) (x₀ := x₀) (x₁ := x₁) (y₀ := y₀) (y₁ := y₁) hf
      (fun x _ y _ => by rw [H x y, abs_zero])
    rw [zero_mul, zero_mul] at h
    exact abs_nonpos_iff.1 h
  · rintro ⟨g, h, H⟩ x y
    simp [mixedPartial, H]

/-- The bilinear energy `c x y` has constant mixed partial derivative `c`, and its additivity
error has absolute value exactly `|c| |x₁ - x₀| |y₁ - y₀|`. -/
theorem bilinear_attains_bound (c x₀ x₁ y₀ y₁ : ℝ) :
    (∀ x y, mixedPartial (fun s t => c * s * t) x y = c) ∧
      |additivityError (fun s t => c * s * t) x₀ x₁ y₀ y₁| =
        |c| * |x₁ - x₀| * |y₁ - y₀| := by
  constructor
  · intro x y
    have h : ∀ t : ℝ, deriv (fun s => c * s * t) x = c * t := fun t =>
      (((hasDerivAt_id' x).const_mul c).mul_const t).deriv.trans (by ring)
    simp only [mixedPartial, h]
    exact ((hasDerivAt_id' y).const_mul c).deriv.trans (mul_one c)
  · simp only [additivityError_eq, ← abs_mul]
    congr 1
    ring

end

end CompositeAdditivity
```

```lean
#print axioms CompositeAdditivity.additivityError_eq_zero_iff
#print axioms CompositeAdditivity.mixedPartial_eq_zero_iff
#print axioms CompositeAdditivity.bilinear_attains_bound
```

```
'CompositeAdditivity.additivityError_eq_zero_iff' depends on axioms: [propext, Classical.choice, Quot.sound]
'CompositeAdditivity.mixedPartial_eq_zero_iff' depends on axioms: [propext, Classical.choice, Quot.sound]
'CompositeAdditivity.bilinear_attains_bound' depends on axioms: [propext, Classical.choice, Quot.sound]
```

## How the proof follows the derivation

`additivityError_eq` expands Δ into its four corners. The separability theorem then applies the hypothesis to `a`, `x`, `b`, `y`, and `linarith` rearranges the result.

In `abs_additivityError_le_of_hasDerivAt`, `hbasis` is the inequality in y and `hmethod` the one in x. This version needs the derivatives only at points of the rectangle, and `fxy` need not be continuous.

`abs_additivityError_le` supplies those derivatives for C² energies. By the chain rule, `hd` writes the x-derivative as the total derivative applied to (1, 0), and `h4` shows that it is differentiable in y.

`mixedPartial_eq_zero_iff` combines the bound at `M := 0` with the separability theorem, and `bilinear_attains_bound` computes the case of equality.
